# Plaquette constraints fix Ising spins up to a global flip, and strong penalties preserve the ground states

An annealer may need to minimise an Ising energy in which every pair of spins interacts, while its hardware couples only neighbouring qubits. The parity architecture gives each pair its own qubit, which records whether the two spins are parallel. The couplings become local fields, but with three or more spins, some settings of the parity qubits correspond to no spin configuration. Which settings do, and how strong a penalty on the others is enough?

```lean
import Mathlib

open Finset

namespace ParityArchitecture

noncomputable section
```

## Spins, parity qubits and plaquettes

Label the logical spins \(s_0,\dots,s_n\), so there are \(n+1\) of them. Spins and parity qubits take values in `ℤˣ`, the integer units \(\{1,-1\}\); `val` turns them into real numbers for energies.

```lean
/-- The real value, `1` or `-1`, of a spin. -/
def val (u : ℤˣ) : ℝ := ((u : ℤ) : ℝ)
```

A parity configuration \(t\) assigns a sign \(t_{ij}\) to each pair of labels. The plaquette at \((i,j)\) has the product
\[
P_{ij}=t_{ij}\,t_{i,j+1}\,t_{i+1,j}\,t_{i+1,j+1},\qquad i<j<n .
\]
For \(j=i+1\) the third factor is a diagonal entry, fixed to 1, and the constraint involves three qubits.

```lean
/-- The product of the four parity qubits at the corners of a plaquette. -/
def plaquette (t : ℕ → ℕ → ℤˣ) (i j : ℕ) : ℤˣ :=
  t i j * t i (j + 1) * t (i + 1) j * t (i + 1) (j + 1)
```

That \(t\) encodes \(s\) means \(t_{ij}=s_is_j\) for \(i\le j\le n\). The Lean functions are defined on all natural numbers, but other entries play no part.

```lean
/-- The parity qubits `t` record the relative orientations of the logical spins
`s 0, …, s n`. -/
def Encodes (n : ℕ) (t : ℕ → ℕ → ℤˣ) (s : ℕ → ℤˣ) : Prop :=
  ∀ i j, i ≤ j → j ≤ n → t i j = s i * s j

/-- The parity configuration made from a logical spin configuration. -/
def encode (s : ℕ → ℤˣ) : ℕ → ℕ → ℤˣ := fun i j => s i * s j
```

## The two energies

The logical energy, with real couplings \(J_{ij}\), is
\[
E(s)=\sum_{i<j\le n}J_{ij}s_is_j .
\]
With this sign, positive \(J_{ij}\) favours antiparallel spins.

```lean
/-- The all-to-all Ising energy of the spins `s 0, …, s n`. -/
def isingEnergy (n : ℕ) (J : ℕ → ℕ → ℝ) (s : ℕ → ℤˣ) : ℝ :=
  ∑ j ∈ range (n + 1), ∑ i ∈ range j, J i j * (val (s i) * val (s j))
```

The parity energy replaces each product by one qubit and charges for violated plaquettes:
\[
E_C(t)=\sum_{i<j\le n}J_{ij}t_{ij}+C\sum_{i<j<n}(1-P_{ij}).
\]

```lean
/-- The energy of the parity qubits in local fields `J i j`. -/
def fieldEnergy (n : ℕ) (J : ℕ → ℕ → ℝ) (t : ℕ → ℕ → ℤˣ) : ℝ :=
  ∑ j ∈ range (n + 1), ∑ i ∈ range j, J i j * val (t i j)

/-- The sum over plaquettes of one minus the plaquette product. -/
def penalty (n : ℕ) (t : ℕ → ℕ → ℤˣ) : ℝ :=
  ∑ j ∈ range n, ∑ i ∈ range j, (1 - val (plaquette t i j))

/-- The parity Hamiltonian: local fields plus plaquette penalties of strength `C`. -/
def parityEnergy (n : ℕ) (J : ℕ → ℕ → ℝ) (C : ℝ) (t : ℕ → ℕ → ℤˣ) : ℝ :=
  fieldEnergy n J t + C * penalty n t
```

The penalty strength \(C\) will be compared with \(S=\sum_{i<j\le n}|J_{ij}|\), the largest magnitude the field energy could reach.

```lean
/-- The sum of the absolute values of all couplings. -/
def totalCoupling (n : ℕ) (J : ℕ → ℕ → ℝ) : ℝ :=
  ∑ j ∈ range (n + 1), ∑ i ∈ range j, |J i j|
```

Ground states are global minimisers. On the parity side the competition is among configurations with \(t_{ii}=1\), since the diagonal entries are fixed constants and not free variables.

```lean
/-- A spin configuration of least Ising energy. -/
def IsIsingGround (n : ℕ) (J : ℕ → ℕ → ℝ) (s : ℕ → ℤˣ) : Prop :=
  ∀ s', isingEnergy n J s ≤ isingEnergy n J s'

/-- A parity configuration of least energy among those with diagonal entries fixed to `1`. -/
def IsParityGround (n : ℕ) (J : ℕ → ℕ → ℝ) (C : ℝ) (t : ℕ → ℕ → ℤˣ) : Prop :=
  (∀ i ≤ n, t i i = 1) ∧
    ∀ t', (∀ i ≤ n, t' i i = 1) → parityEnergy n J C t ≤ parityEnergy n J C t'

variable {n : ℕ} {t : ℕ → ℕ → ℤˣ} {s : ℕ → ℤˣ}

/-- The value of a spin is `1` or `-1`. -/
theorem val_cases (u : ℤˣ) : val u = 1 ∨ val u = -1 := by
  rcases Int.units_eq_one_or u with rfl | rfl <;> simp [val]
```

## Three corners determine the fourth

Suppose three corners are \(ab\), \(ac\) and \(db\), and the fourth is \(x\). Since every sign squares to 1,
\[
(ab)(ac)(db)x=a^2b^2\,dc\,x=dc\,x,
\]
which equals 1 exactly when \(x=dc\). Lean checks all 32 sign choices.

```lean
/-- When three corners of a plaquette are products of spins, the plaquette product is `1`
exactly if the fourth corner is the matching product. -/
theorem fourth_corner (a b c d x : ℤˣ) :
    a * b * (a * c) * (d * b) * x = 1 ↔ x = d * c := by
  rcases Int.units_eq_one_or a with rfl | rfl <;>
  rcases Int.units_eq_one_or b with rfl | rfl <;>
  rcases Int.units_eq_one_or c with rfl | rfl <;>
  rcases Int.units_eq_one_or d with rfl | rfl <;>
  rcases Int.units_eq_one_or x with rfl | rfl <;> decide
```

With \(a=s_i\), \(b=s_j\), \(c=s_{j+1}\), \(d=s_{i+1}\), this shows that an encoded configuration satisfies every plaquette.

```lean
/-- Every plaquette product of an encoded spin configuration is `1`. -/
theorem plaquette_of_encodes (h : Encodes n t s) {i j : ℕ} (hij : i < j) (hj : j < n) :
    plaquette t i j = 1 := by
  unfold plaquette
  rw [h i j (by omega) (by omega), h i (j + 1) (by omega) (by omega),
    h (i + 1) j (by omega) (by omega), h (i + 1) (j + 1) (by omega) (by omega)]
  exact (fourth_corner _ _ _ _ _).2 rfl
```

## Only a global flip is lost

If \(s\) and \(s'\) have the same parities, then \(s'_0s'_i=s_0s_i\) for all \(i\le n\). Either \(s'_0=s_0\), and cancelling gives \(s'_i=s_i\), or \(s'_0=-s_0\), and it gives \(s'_i=-s_i\). Conversely, a global flip leaves each product unchanged.

```lean
/-- Two spin configurations have the same parities exactly if they agree or differ by a
global flip. -/
theorem encodes_iff_flip (h : Encodes n t s) (s' : ℕ → ℤˣ) :
    Encodes n t s' ↔ (∀ i ≤ n, s' i = s i) ∨ (∀ i ≤ n, s' i = -s i) := by
  constructor
  · intro h'
    have key : ∀ i ≤ n, s 0 * s i = s' 0 * s' i := fun i hi =>
      (h 0 i (Nat.zero_le i) hi).symm.trans (h' 0 i (Nat.zero_le i) hi)
    have two : ∀ a b : ℤˣ, a = b ∨ a = -b := by
      intro a b
      rcases Int.units_eq_one_or a with rfl | rfl <;>
      rcases Int.units_eq_one_or b with rfl | rfl <;> decide
    -- the relative sign at label 0 fixes the relative sign everywhere
    rcases two (s' 0) (s 0) with e | e
    · left
      intro i hi
      have k := key i hi
      rw [e] at k
      exact (mul_left_cancel k).symm
    · right
      intro i hi
      have k := key i hi
      rw [e, neg_mul, ← mul_neg] at k
      rw [mul_left_cancel k, neg_neg]
  · rintro (e | e) i j hij hj
    · rw [h i j hij hj, e i (hij.trans hj), e j hj]
    · rw [h i j hij hj, e i (hij.trans hj), e j hj, neg_mul_neg]
```

## Decoding from the first row

Let \(t_{ii}=1\) and let all plaquettes equal 1. Set \(s_k=t_{0k}\). Row 0 is correct because \(s_0=t_{00}=1\). Suppose row \(i\) is correct. Row \(i+1\) starts on the diagonal with \(t_{i+1,i+1}=1=s_{i+1}^2\). If \(t_{i+1,j}=s_{i+1}s_j\), three corners of the plaquette at \((i,j)\) are known, so \(t_{i+1,j+1}=s_{i+1}s_{j+1}\). The outer induction in Lean runs over rows and the inner one, `Nat.le_induction`, along each row.

In code, decoding a valid readout therefore means setting `s[0] = 1` and copying `t[0][k]` into `s[k]`.

```lean
/-- Parity qubits that satisfy all plaquette constraints are the pairwise products of logical
spins, and these spins are unique up to a global flip. -/
theorem parity_decoding (diag : ∀ i ≤ n, t i i = 1)
    (plaq : ∀ i j, i < j → j < n → plaquette t i j = 1) :
    ∃ s, Encodes n t s ∧
      ∀ s', Encodes n t s' ↔ (∀ i ≤ n, s' i = s i) ∨ (∀ i ≤ n, s' i = -s i) := by
  -- the first row serves as the spin configuration
  have key : Encodes n t (t 0) := by
    intro i
    induction i with
    | zero =>
      intro j _ _
      rw [diag 0 (Nat.zero_le n), one_mul]
    | succ i ih =>
      intro j hij
      -- move along the row, starting from the diagonal
      induction j, hij using Nat.le_induction with
      | base =>
        intro hj
        rw [diag _ hj, Int.units_mul_self]
      | succ j hij ihj =>
        intro hj
        have hp := plaq i j (by omega) (by omega)
        unfold plaquette at hp
        rw [ih j (by omega) (by omega), ih (j + 1) (by omega) (by omega),
          ihj (by omega)] at hp
        exact (fourth_corner _ _ _ _ _).1 hp
  exact ⟨t 0, key, encodes_iff_flip key⟩
```

## Encoded states keep their Ising energy

If \(t\) encodes \(s\), every \(1-P_{ij}\) vanishes and \(J_{ij}t_{ij}=J_{ij}s_is_j\), so \(E_C(t)=E(s)\) for any \(C\).

```lean
/-- The parity energy of an encoded spin configuration is its Ising energy. -/
theorem parityEnergy_of_encodes (J : ℕ → ℕ → ℝ) (C : ℝ) (h : Encodes n t s) :
    parityEnergy n J C t = isingEnergy n J s := by
  have hpen : penalty n t = 0 := by
    refine Finset.sum_eq_zero fun j hj => Finset.sum_eq_zero fun i hi => ?_
    rw [plaquette_of_encodes h (Finset.mem_range.1 hi) (Finset.mem_range.1 hj)]
    simp [val]
  rw [parityEnergy, hpen, mul_zero, add_zero]
  refine Finset.sum_congr rfl fun j hj => Finset.sum_congr rfl fun i hi => ?_
  have h1 := Finset.mem_range.1 hj
  have h2 := Finset.mem_range.1 hi
  rw [h i j (by omega) (by omega)]
  simp [val]
```

## The price of a violated plaquette

By the triangle inequality, the field energy lies between \(-S\) and \(S\).

```lean
/-- The field energy is at most the total coupling in absolute value. -/
theorem abs_fieldEnergy_le (n : ℕ) (J : ℕ → ℕ → ℝ) (t : ℕ → ℕ → ℤˣ) :
    |fieldEnergy n J t| ≤ totalCoupling n J := by
  refine (Finset.abs_sum_le_sum_abs _ _).trans (Finset.sum_le_sum fun j _ =>
    (Finset.abs_sum_le_sum_abs _ _).trans (Finset.sum_le_sum fun i _ => ?_))
  rcases val_cases (t i j) with h | h <;> simp [h]
```

A violated plaquette contributes \(1-(-1)=2\) to the penalty sum, and the other terms are non-negative. If \(C>S\ge 0\), then for every \(s\)
\[
E_C(t)\ge -S+2C>S\ge E(s).
\]

```lean
/-- If the penalty strength exceeds the total coupling, the parity energy of a configuration with a
violated plaquette is higher than the Ising energy of every spin configuration. -/
theorem ising_lt_of_violated {J : ℕ → ℕ → ℝ} {C : ℝ} (hC : totalCoupling n J < C)
    {i j : ℕ} (hij : i < j) (hj : j < n) (hne : plaquette t i j ≠ 1) (s : ℕ → ℤˣ) :
    isingEnergy n J s < parityEnergy n J C t := by
  have h0 : ∀ a b, 0 ≤ 1 - val (plaquette t a b) := by
    intro a b
    rcases val_cases (plaquette t a b) with h | h <;> linarith
  have h2 : 1 - val (plaquette t i j) = 2 := by
    rw [(Int.units_eq_one_or (plaquette t i j)).resolve_left hne]
    norm_num [val]
  -- one violated plaquette already contributes 2
  have hpen : (2 : ℝ) ≤ penalty n t := by
    calc (2 : ℝ) = 1 - val (plaquette t i j) := h2.symm
      _ ≤ ∑ a ∈ range j, (1 - val (plaquette t a j)) :=
        Finset.single_le_sum (f := fun a => 1 - val (plaquette t a j))
          (fun a _ => h0 a j) (Finset.mem_range.2 hij)
      _ ≤ penalty n t :=
        Finset.single_le_sum (f := fun b => ∑ a ∈ range b, (1 - val (plaquette t a b)))
          (fun b _ => Finset.sum_nonneg fun a _ => h0 a b) (Finset.mem_range.2 hj)
  have hs : isingEnergy n J s ≤ totalCoupling n J := by
    have h := parityEnergy_of_encodes (n := n) (t := encode s) (s := s) J 0
      (fun _ _ _ _ => rfl)
    rw [parityEnergy, zero_mul, add_zero] at h
    rw [← h]
    exact (le_abs_self _).trans (abs_fieldEnergy_le n J _)
  have hf := abs_fieldEnergy_le n J t
  have hlow := (abs_le.1 hf).1
  have hS : 0 ≤ totalCoupling n J := (abs_nonneg _).trans hf
  have hmul : C * 2 ≤ C * penalty n t :=
    mul_le_mul_of_nonneg_left hpen (hS.trans hC.le)
  unfold parityEnergy
  linarith
```

## Ground states correspond

Let \(C>S\). If \(t\) is a parity ground state, \(E_C(t)\le E(s')\) for every \(s'\), because each \(s'\) can be encoded. A violated plaquette would contradict the last inequality, so \(t\) decodes to some \(s\), and \(E(s)=E_C(t)\le E(s')\).

Conversely, let \(t\) encode an Ising ground state \(s\). A competitor that satisfies all plaquettes encodes some \(s'\) and has energy \(E(s')\ge E(s)\); any other competitor lies above \(E(s)\).

For annealing practice, this justifies reading the Ising optimum from the parity optimum of a finite, classical final Hamiltonian; the quantum sweep that should reach it is not modelled.

```lean
/-- If the penalty strength exceeds the total coupling, the ground states of the parity
Hamiltonian are exactly the encodings of Ising ground states. -/
theorem parityGround_iff {J : ℕ → ℕ → ℝ} {C : ℝ} (hC : totalCoupling n J < C) :
    IsParityGround n J C t ↔ ∃ s, Encodes n t s ∧ IsIsingGround n J s := by
  have henc : ∀ s', parityEnergy n J C (encode s') = isingEnergy n J s' := fun s' =>
    parityEnergy_of_encodes J C (fun _ _ _ _ => rfl)
  constructor
  · rintro ⟨hd, hmin⟩
    have hle : ∀ s', parityEnergy n J C t ≤ isingEnergy n J s' := by
      intro s'
      rw [← henc s']
      exact hmin (encode s') (fun i _ => Int.units_mul_self (s' i))
    -- a ground state cannot violate a plaquette
    have hp : ∀ i j, i < j → j < n → plaquette t i j = 1 := by
      intro i j hij hj
      by_contra hne
      exact absurd (hle fun _ => 1) (not_le_of_gt (ising_lt_of_violated hC hij hj hne _))
    obtain ⟨s, hs, _⟩ := parity_decoding hd hp
    refine ⟨s, hs, fun s' => ?_⟩
    rw [← parityEnergy_of_encodes J C hs]
    exact hle s'
  · rintro ⟨s, hs, hmin⟩
    refine ⟨fun i hi => by rw [hs i i le_rfl hi, Int.units_mul_self], fun t' hd => ?_⟩
    rw [parityEnergy_of_encodes J C hs]
    by_cases hp : ∀ i j, i < j → j < n → plaquette t' i j = 1
    · obtain ⟨s', hs', _⟩ := parity_decoding hd hp
      rw [parityEnergy_of_encodes J C hs']
      exact hmin s'
    · simp only [not_forall] at hp
      obtain ⟨i, j, hij, hj, hne⟩ := hp
      exact (ising_lt_of_violated hC hij hj hne s).le

end

end ParityArchitecture
```

```lean
#print axioms ParityArchitecture.parityGround_iff
-- 'ParityArchitecture.parityGround_iff' depends on axioms: [propext, Classical.choice, Quot.sound]
```

## A frustrated triangle

Take \(n=2\) and \(J_{01}=J_{02}=J_{12}=1\), so \(S=3\), and choose \(C=4\). The only constraint is \(t_{01}t_{02}t_{12}=1\). The fields alone prefer \((t_{01},t_{02},t_{12})=(-1,-1,-1)\), which violates it and costs \(-3+2\cdot4=5\). The minimum energy is \(-1\), reached by the three valid choices with exactly two entries equal to \(-1\). One of them, \((-1,-1,1)\), decodes to \(s=(1,-1,-1)\) or its flip. Here any \(C>1\) would do, since \(-3+2C>-1\); the bound \(C>S\) is sufficient but can be generous.
